# The marked-vertex recursion for diagram weights is equivalent to exponentiation of the connected series

## Diagrams as two sequences of weights

Diagrams are represented here by numbers, not by graphs. For each number $n$ of labelled vertices, $m_n$ is the total weight of all diagrams and $c_n$ the total weight of the connected ones. What remains of the graphs is a rule linking the two sequences.

To find the rule, take $n+1$ vertices and mark one. Its connected component contains $k$ of the other $n$ vertices, which can be chosen in $\binom nk$ ways. The component contributes $c_{k+1}$ and the remaining vertices carry any diagram, so

$$m_0=1,\qquad m_{n+1}=\sum_{k=0}^{n}\binom nk\,c_{k+1}\,m_{n-k}.$$

The first orders are $m_1=c_1$, $m_2=c_2+c_1^2$ and $m_3=c_3+3c_1c_2+c_1^3$.

The rule assumes that a diagram's weight is the product of the weights of its components, and that the total weight on a set of vertices depends only on their number. In a perturbation expansion, $m_n/n!$ can be the $n$-th order vacuum term, where $m_n$ has every interaction time integrated independently over the same interval. For a Hamiltonian, the factorisation of diagram weights over components is a separate statement; here it is built into the recursion, so the theorem below is only the combinatorial part of the linked-cluster theorem.

## The equivalence in words

Let $K$ be a field of characteristic zero, such as $\mathbb Q$, $\mathbb R$ or $\mathbb C$, and define

$$M(X)=\sum_n m_n\frac{X^n}{n!},\qquad C(X)=\sum_n c_n\frac{X^n}{n!}.$$

The theorem `linked_cluster` says that if $c_0=0$, the recursion holds exactly when $M=\exp C$. The condition $c_0=0$ means that the empty diagram does not count as connected; it is counted once, in $m_0=1$.

In Lean, `egf m` is $M$, an element of the power series ring `K⟦X⟧`, and `LinkedRecursion m c` is the recursion with its initial value. The exponential `formalExp f` is $\sum_k f^k/k!$, with the coefficient of $X^n$ summed over $k\le n$. This cutoff is harmless when $f$ has no constant term, because $f^k$ then starts at order $X^k$ or later.

The series are formal, so nothing is said about convergence in a coupling constant. The weights are commuting numbers, which excludes operator-valued diagrams. For such factorising scalar weights, the result is the combinatorial step in many-body perturbation theory by which the logarithm of the vacuum series retains only connected diagrams.

## From the recursion to a differential equation

For sequences $a$ and $b$ with series $A$ and $B$, the coefficient of $X^n$ in $AB$ is

$$\sum_{k=0}^n\frac{a_k}{k!}\frac{b_{n-k}}{(n-k)!}=\frac1{n!}\sum_{k=0}^n\binom nk a_k b_{n-k}.$$

The coefficient of $X^n$ in $A'$ is $(n+1)\,a_{n+1}/(n+1)!=a_{n+1}/n!$, so differentiation shifts the sequence by one. Applied to $C'M$ and $M'$, these two facts turn the recursion into

$$M'=C'M,\qquad m_0=1.$$

Now let $E=\sum_k C^k/k!$. Its constant term is 1, since $c_0=0$. The $k=0$ term has zero derivative, and

$$\left(\frac{C^{k+1}}{(k+1)!}\right)'=C'\,\frac{C^k}{k!},$$

so summing over $k$ gives $E'=C'E$.

It remains to show that the solution is unique. Writing $[X^n]$ for the coefficient of $X^n$, the equation reads

$$(n+1)\,[X^{n+1}]M=\sum_{k=0}^n [X^k]C'\;[X^{n-k}]M.$$

The right side involves only coefficients of $M$ up to order $n$, and $n+1\neq0$ in $K$. The constant term therefore fixes all the others, and $M=E$. Conversely, if $M=E$, then $M$ satisfies the equation with $m_0=1$, which is the recursion.

## Recovering, adding and counting connected weights

If $c$ and $d$ both satisfy the recursion with the same $m$, then $C'M=D'M$, where $D$ is the series of $d$. Since $m_0=1$, $M$ is nonzero and can be cancelled. Hence $c_{n+1}=d_{n+1}$ for all $n$; the recursion never uses $c_0$.

For two independent families with total series $M,N$ and connected series $C,D$,

$$(MN)'=M'N+MN'=(C'+D')MN.$$

The total weights combine by binomial convolution while the connected weights add, provided that no component mixes the two families.

For an explicit case, take $m_n=n!$, $c_0=0$ and $c_n=(n-1)!$ for $n\ge1$. Each term of the recursion is $\binom nk k!\,(n-k)!=n!$, and the $n+1$ terms sum to $(n+1)!$. These are the counts for oriented rings, with rings of one and two vertices allowed.

## Set partitions as the starting point

Another model defines $m_n$ as a sum over all partitions of the $n$ vertices into blocks, each block of size $s$ contributing $c_s$. Factorisation over components is then visible in the definition, and the recursion becomes a theorem, proved by removing the block that contains the marked vertex. The exponential formula would be unchanged, but the formal proof would also have to handle set partitions.

## The Lean file

```lean
import Mathlib

open Finset
open scoped PowerSeries

namespace LinkedClusterExponential

noncomputable section

variable {K : Type*} [Field K]

/-- The exponential generating series `∑ aₙ Xⁿ / n!` of the weights `aₙ` of diagrams
with `n` labelled vertices. -/
def egf (a : ℕ → K) : K⟦X⟧ :=
  PowerSeries.mk fun n => a n / (n.factorial : K)

/-- The total weight of all ways to distribute `n` labelled vertices over a diagram of
weight `a` and a diagram of weight `b`. -/
def binomConv (a b : ℕ → K) (n : ℕ) : K :=
  ∑ k ∈ range (n + 1), (n.choose k : K) * a k * b (n - k)

/-- The formal exponential `∑ fᵏ / k!` of a series `f` without constant term; the
coefficient of `Xⁿ` collects the powers `k ≤ n`. -/
def formalExp (f : K⟦X⟧) : K⟦X⟧ :=
  PowerSeries.mk fun n =>
    ∑ k ∈ range (n + 1), PowerSeries.coeff n (f ^ k) / (k.factorial : K)

/-- The weights `m` of all diagrams arise from the weights `c` of connected diagrams by
splitting off the connected component, with `k + 1` vertices, of a marked vertex. -/
structure LinkedRecursion (m c : ℕ → K) : Prop where
  zero : m 0 = 1
  succ : ∀ n, m (n + 1) =
    ∑ k ∈ range (n + 1), (n.choose k : K) * c (k + 1) * m (n - k)

/-- For a series without constant term, including further powers in the exponential
sum leaves the coefficient of `Xʲ` unchanged. -/
theorem coeff_formalExp {f : K⟦X⟧} (hf : PowerSeries.constantCoeff f = 0)
    {j n : ℕ} (hj : j ≤ n) :
    PowerSeries.coeff j (formalExp f) =
      ∑ k ∈ range (n + 1), PowerSeries.coeff j (f ^ k) / (k.factorial : K) := by
  rw [formalExp, PowerSeries.coeff_mk]
  apply Finset.sum_subset
  · intro x hx
    simp only [mem_range] at *
    omega
  · intro k _ hk
    have hjk : j < k := by
      simp only [mem_range] at hk
      omega
    -- `fᵏ` is divisible by `Xᵏ`
    rw [PowerSeries.X_pow_dvd_iff.mp
      (pow_dvd_pow_of_dvd (PowerSeries.X_dvd_iff.mpr hf) k) j hjk, zero_div]

variable [CharZero K]

/-- The generating series determines the weight at every number of vertices. -/
theorem egf_injective : Function.Injective (egf (K := K)) := by
  intro a b h
  funext n
  have hn := congrArg (fun s => PowerSeries.coeff n s) h
  have hf : (n.factorial : K) ≠ 0 := Nat.cast_ne_zero.mpr n.factorial_ne_zero
  simp only [egf, PowerSeries.coeff_mk] at hn
  exact (div_left_inj' hf).mp hn

/-- Multiplying generating series distributes the labelled vertices over two diagrams. -/
theorem egf_mul (a b : ℕ → K) : egf a * egf b = egf (binomConv a b) := by
  ext n
  rw [PowerSeries.coeff_mul, Finset.Nat.sum_antidiagonal_eq_sum_range_succ_mk]
  simp only [egf, binomConv, PowerSeries.coeff_mk, Finset.sum_div]
  refine Finset.sum_congr rfl fun k hk => ?_
  have hk' : k ≤ n := by
    have := mem_range.mp hk
    omega
  have h1 : (n.factorial : K) ≠ 0 := Nat.cast_ne_zero.mpr n.factorial_ne_zero
  have h2 : (k.factorial : K) ≠ 0 := Nat.cast_ne_zero.mpr k.factorial_ne_zero
  have h3 : ((n - k).factorial : K) ≠ 0 :=
    Nat.cast_ne_zero.mpr (n - k).factorial_ne_zero
  rw [Nat.cast_choose K hk']
  field_simp

/-- Differentiating a generating series shifts the sequence of weights by one. -/
theorem derivative_egf (a : ℕ → K) :
    PowerSeries.derivative K (egf a) = egf (fun n => a (n + 1)) := by
  ext n
  have h1 : (n : K) + 1 ≠ 0 := Nat.cast_add_one_ne_zero n
  have h2 : (n.factorial : K) ≠ 0 := Nat.cast_ne_zero.mpr n.factorial_ne_zero
  rw [PowerSeries.coeff_derivative]
  simp only [egf, PowerSeries.coeff_mk, Nat.factorial_succ, Nat.cast_mul, Nat.cast_add,
    Nat.cast_one]
  field_simp

/-- For a series `f` without constant term, the formal exponential obeys the chain rule `(exp f)' =
f' exp f`. -/
theorem derivative_formalExp {f : K⟦X⟧} (hf : PowerSeries.constantCoeff f = 0) :
    PowerSeries.derivative K (formalExp f) =
      PowerSeries.derivative K f * formalExp f := by
  ext n
  -- the derivative of `fᵏ⁺¹ / (k+1)!` is `f' fᵏ / k!`
  have step : ∀ k : ℕ,
      PowerSeries.coeff (n + 1) (f ^ (k + 1)) * ((n : K) + 1) / ((k + 1).factorial : K) =
        PowerSeries.coeff n (PowerSeries.derivative K f * f ^ k) / (k.factorial : K) := by
    intro k
    have h : PowerSeries.derivative K (f ^ (k + 1)) =
        ((k + 1 : ℕ) : K) • (PowerSeries.derivative K f * f ^ k) := by
      rw [Derivation.leibniz_pow, Nat.add_sub_cancel, smul_eq_mul,
        Nat.cast_smul_eq_nsmul, mul_comm]
    have h1 : (k : K) + 1 ≠ 0 := Nat.cast_add_one_ne_zero k
    have h2 : (k.factorial : K) ≠ 0 := Nat.cast_ne_zero.mpr k.factorial_ne_zero
    rw [← PowerSeries.coeff_derivative, h, map_smul, smul_eq_mul, Nat.factorial_succ]
    push_cast
    field_simp
  calc PowerSeries.coeff n (PowerSeries.derivative K (formalExp f))
      = ∑ k ∈ range (n + 1),
          PowerSeries.coeff n (PowerSeries.derivative K f * f ^ k) / (k.factorial : K) := by
        rw [PowerSeries.coeff_derivative, formalExp, PowerSeries.coeff_mk,
          Finset.sum_range_succ', pow_zero, PowerSeries.coeff_one,
          if_neg (Nat.succ_ne_zero n), zero_div, add_zero, Finset.sum_mul]
        refine Finset.sum_congr rfl fun k _ => ?_
        rw [← step k]
        ring
    _ = PowerSeries.coeff n (PowerSeries.derivative K f * formalExp f) := by
        simp only [PowerSeries.coeff_mul, Finset.sum_div]
        rw [Finset.sum_comm]
        refine Finset.sum_congr rfl fun p hp => ?_
        have hp2 : p.2 ≤ n := by
          have := mem_antidiagonal.mp hp
          omega
        rw [coeff_formalExp hf hp2, Finset.mul_sum]
        refine Finset.sum_congr rfl fun k _ => ?_
        ring

/-- Splitting off the component of a marked vertex is the differential equation
`M' = C' M` for the generating series, with `m₀ = 1`. -/
theorem linkedRecursion_iff_derivative (m c : ℕ → K) :
    LinkedRecursion m c ↔ m 0 = 1 ∧
      PowerSeries.derivative K (egf m) = PowerSeries.derivative K (egf c) * egf m := by
  rw [derivative_egf m, derivative_egf c, egf_mul]
  constructor
  · rintro ⟨h0, h⟩
    exact ⟨h0, congrArg egf (funext h)⟩
  · rintro ⟨h0, h⟩
    exact ⟨h0, fun n => congrFun (egf_injective h) n⟩

/-- If the connected weight `c 0` is zero, the weights of all diagrams follow from the connected
ones by the marked-vertex recursion exactly when their generating series is the exponential of the
connected one. -/
theorem linked_cluster (m c : ℕ → K) (hc : c 0 = 0) :
    LinkedRecursion m c ↔ egf m = formalExp (egf c) := by
  have hf : PowerSeries.constantCoeff (egf c) = 0 := by
    rw [← PowerSeries.coeff_zero_eq_constantCoeff_apply, egf, PowerSeries.coeff_mk, hc,
      zero_div]
  have hE0 : PowerSeries.coeff 0 (formalExp (egf c)) = 1 := by
    rw [formalExp, PowerSeries.coeff_mk]
    simp
  have hm0 : PowerSeries.coeff 0 (egf m) = m 0 := by
    rw [egf, PowerSeries.coeff_mk]
    simp
  have hE := derivative_formalExp hf
  rw [linkedRecursion_iff_derivative]
  constructor
  · rintro ⟨h0, h⟩
    -- both series solve the same equation, so they agree order by order
    ext n
    induction n using Nat.strong_induction_on with
    | _ n ih =>
      cases n with
      | zero => rw [hm0, hE0, h0]
      | succ n =>
        have e1 := congrArg (fun s => PowerSeries.coeff n s) h
        have e2 := congrArg (fun s => PowerSeries.coeff n s) hE
        simp only [PowerSeries.coeff_mul] at e1 e2
        rw [PowerSeries.coeff_derivative] at e1 e2
        refine mul_right_cancel₀ (Nat.cast_add_one_ne_zero n) (e1.trans (Eq.trans ?_ e2.symm))
        refine Finset.sum_congr rfl fun p hp => ?_
        rw [ih p.2 (by have := mem_antidiagonal.mp hp; omega)]
  · intro h
    refine ⟨by rw [← hm0, h, hE0], ?_⟩
    rw [h]
    exact hE

/-- The weights of all diagrams determine the weights of the connected diagrams with at
least one vertex. -/
theorem connected_unique {m c c' : ℕ → K} (h : LinkedRecursion m c)
    (h' : LinkedRecursion m c') (n : ℕ) : c (n + 1) = c' (n + 1) := by
  obtain ⟨h0, e⟩ := (linkedRecursion_iff_derivative m c).mp h
  obtain ⟨_, e'⟩ := (linkedRecursion_iff_derivative m c').mp h'
  have hm : egf m ≠ 0 := by
    intro hz
    have h1 := congrArg (fun s => PowerSeries.coeff 0 s) hz
    simp only [egf, PowerSeries.coeff_mk, h0, Nat.factorial_zero, Nat.cast_one, div_one,
      map_zero, one_ne_zero] at h1
  -- cancel the nonzero series of all diagrams
  have hd := mul_right_cancel₀ hm (e.symm.trans e')
  rw [derivative_egf c, derivative_egf c'] at hd
  exact congrFun (egf_injective hd) n

/-- When the vertices are distributed over two independent families of diagrams, the
connected weights add. -/
theorem connected_additive {m m' c c' : ℕ → K} (h : LinkedRecursion m c)
    (h' : LinkedRecursion m' c') :
    LinkedRecursion (binomConv m m') (fun n => c n + c' n) := by
  obtain ⟨h0, e⟩ := (linkedRecursion_iff_derivative m c).mp h
  obtain ⟨h0', e'⟩ := (linkedRecursion_iff_derivative m' c').mp h'
  have hadd : egf (fun n => c n + c' n) = egf c + egf c' := by
    ext n
    simp only [egf, map_add, PowerSeries.coeff_mk, add_div]
  rw [linkedRecursion_iff_derivative]
  refine ⟨by simp [binomConv, h0, h0'], ?_⟩
  rw [← egf_mul, Derivation.leibniz, e, e', hadd, map_add]
  simp only [smul_eq_mul]
  ring

/-- The weights `n!` of all diagrams and `(n - 1)!` of connected diagrams, with no
connected diagram on zero vertices, satisfy the marked-vertex recursion. -/
theorem linkedRecursion_witness :
    LinkedRecursion (fun n => (n.factorial : ℚ))
      (fun n => if n = 0 then 0 else ((n - 1).factorial : ℚ)) := by
  refine ⟨by simp, fun n => ?_⟩

  -- each size of the marked component contributes `n!`
  have hterm : ∀ k ∈ range (n + 1),
      (n.choose k : ℚ) * (if k + 1 = 0 then 0 else ((k + 1 - 1).factorial : ℚ)) *
        ((n - k).factorial : ℚ) = (n.factorial : ℚ) := by
    intro k hk
    have hk' : k ≤ n := by
      have := mem_range.mp hk
      omega
    rw [if_neg (Nat.succ_ne_zero k), Nat.add_sub_cancel]
    exact_mod_cast Nat.choose_mul_factorial_mul_factorial hk'
  rw [Finset.sum_congr rfl hterm, Finset.sum_const, Finset.card_range, nsmul_eq_mul,
    Nat.factorial_succ, Nat.cast_mul]

end

end LinkedClusterExponential
```

```lean
#print axioms LinkedClusterExponential.linked_cluster
-- 'LinkedClusterExponential.linked_cluster' depends on axioms: [propext, Classical.choice, Quot.sound]
#print axioms LinkedClusterExponential.connected_unique
-- 'LinkedClusterExponential.connected_unique' depends on axioms: [propext, Classical.choice, Quot.sound]
#print axioms LinkedClusterExponential.connected_additive
-- 'LinkedClusterExponential.connected_additive' depends on axioms: [propext, Classical.choice, Quot.sound]
```

## How the proof follows the derivation

`egf_mul` and `derivative_egf` are the product and shift rules. `egf_injective` recovers a sequence from its series by cancelling $n!$. Together they give `linkedRecursion_iff_derivative`, the passage between the recursion and $M'=C'M$.

`coeff_formalExp` justifies the cutoff by divisibility of $f^k$ by $X^k$. In `derivative_formalExp`, the local statement `step` differentiates one power. The first part of the `calc` block removes the $k=0$ term and applies `step`; the second exchanges two finite sums, using `coeff_formalExp` to give all coefficients the same cutoff $n$.

In `linked_cluster`, the forward direction is the uniqueness argument by strong induction. The coefficient equations for $M$ and $E$ are compared, the induction hypothesis identifies their right sides, and `mul_right_cancel₀` removes the factor $n+1$. The reverse direction substitutes $M=E$ into the differential equation.

`connected_unique` cancels $M$, `connected_additive` applies the product rule, and `linkedRecursion_witness` checks the ring counts term by term.
